# Summing a plane wave over a finite space-group action, one right coset at a time

Take the glide of the plane that sends $(x_0,x_1)$ to $(x_0+\tfrac12,-x_1)$. Applied twice, it is a lattice translation, so modulo the lattice it forms a group of two operations with the identity. Sum the plane wave $e^{2\pi i h\cdot x}$ over the two images of a point. For $h=(2,0)$ the terms are $e^{4\pi i x_0}$ and $e^{4\pi i x_0+2\pi i}$, which are equal, so one term counted twice gives the sum. For $h=(1,0)$ they are $e^{2\pi i x_0}$ and $e^{2\pi i x_0+\pi i}$, which cancel.

In general, let a finite group $G$ act modulo the lattice by $x\mapsto R_g x+t_g$, let $h$ have integer components, and let $H$ be a subgroup whose operations satisfy $R_s^{T}h=h$ and $h\cdot t_s\in\mathbb Z$. The first condition says that the rotation part leaves the wave vector alone, the second that the translation shifts the wave by a whole number of periods. The sum over $G$ is then $|H|$ times a sum over the right cosets $Hg$.

## The group action and the plane wave

In Lean 4 with Mathlib:

```lean
import Mathlib

open Matrix

namespace StructureFactorCosets

noncomputable section
```

The file uses the library Mathlib. Opening `Matrix` gives access to the notation `ᵀ` for the transpose and `*ᵥ` for a matrix acting on a vector.

```lean
/-- A group `G` acting on fractional coordinates modulo lattice vectors by `x ↦ R g x + t g`,
with integer matrices `R g` and translations `t g` that compose up to a lattice vector. -/
structure SpaceGroupAction (G n : Type*) [Group G] [Fintype n] [DecidableEq n] where
  R : G →* Matrix n n ℤ
  t : G → n → ℝ
  t_mul : ∀ g k, ∃ m : n → ℤ, ∀ i,
    t (g * k) i = ∑ j, (R g i j : ℝ) * t k j + t g i + (m i : ℝ)
```

A `SpaceGroupAction` consists of an integer matrix $R_g$ and a real translation $t_g$ for each $g$. The arrow `→*` says that $R$ is a homomorphism, $R_{gk}=R_gR_k$. The field `t_mul` is the composition law for translations,
$$t_{gk}=R_g t_k+t_g+m,\qquad m\in\mathbb Z^n,$$
so in a product $gk$ the operation $k$ acts first. The type `n` labels the coordinates, in any finite dimension. For a crystal, $G$ is the space group modulo the translations by integer vectors; with a primitive cell these are all its lattice translations.

```lean
variable {G n : Type*} [Group G] [Fintype n] [DecidableEq n]

/-- The image `R g x + t g` of the point `x` under the operation `g`. -/
def SpaceGroupAction.move (S : SpaceGroupAction G n) (g : G) (x : n → ℝ) : n → ℝ :=
  (fun i => ∑ j, (S.R g i j : ℝ) * x j) + S.t g
```

`S.move g x` is the image $gx=R_gx+t_g$. Points are real coordinate vectors, not classes modulo the lattice; the plane wave will remove the difference.

```lean
omit [DecidableEq n] in
/-- The product `h · x` of a reflection index `h` with fractional coordinates `x`. -/
def phase (h : n → ℤ) (x : n → ℝ) : ℝ := ∑ i, (h i : ℝ) * x i
```

This is $h\cdot x=\sum_i h_ix_i$, with integer indices $h_i$. In diffraction, $h$ labels a reflection, which here means a diffracted beam and not a mirror operation.

```lean
/-- The plane wave `exp (2 π i h · x)`. -/
def wave (h : n → ℤ) (x : n → ℝ) : ℂ :=
  Complex.exp (2 * Real.pi * Complex.I * (phase h x : ℂ))
```

Write $E_h(x)=e^{2\pi i h\cdot x}$ for `wave h x`.

```lean
/-- The sum of the plane wave `h` over the images of `x` under all operations of `G`. -/
def orbitSum [Fintype G] (S : SpaceGroupAction G n) (h : n → ℤ) (x : n → ℝ) : ℂ :=
  ∑ g, wave h (S.move g x)
```

Write $F_h(x)=\sum_{g\in G}E_h(gx)$ for `orbitSum S h x`. This is the geometric part of the structure factor for one atom and its symmetry copies, without atomic form factors or thermal displacement. It runs over operations, so an image that several operations reach, modulo the lattice, is counted once for each of them. Read as a function of $x$, it is also, up to normalisation, a plane wave symmetrised to be invariant under the whole group, of the kind used in electronic-structure calculations to expand a density or potential with the full symmetry of the crystal.

## How the wave responds to an operation

```lean
omit [DecidableEq n] in
/-- The plane wave of a sum of two vectors is the product of the plane waves. -/
theorem wave_add (h : n → ℤ) (x y : n → ℝ) : wave h (x + y) = wave h x * wave h y := by
  have hp : phase h (x + y) = phase h x + phase h y := by
    simp only [phase, Pi.add_apply, mul_add, Finset.sum_add_distrib]
  rw [wave, wave, wave, ← Complex.exp_add, hp]
  congr 1
  push_cast
  ring
```

Since $h\cdot(x+y)=h\cdot x+h\cdot y$, the exponential gives $E_h(x+y)=E_h(x)E_h(y)$. The step `hp` is the first equality, and `Complex.exp_add` supplies the second.

```lean
omit [DecidableEq n] in
/-- The plane wave equals one exactly when `h · x` is an integer. -/
theorem wave_eq_one_iff (h : n → ℤ) (x : n → ℝ) :
    wave h x = 1 ↔ ∃ m : ℤ, phase h x = m := by
  rw [wave, Complex.exp_eq_one_iff]
  constructor
  · rintro ⟨m, hm⟩
    have hc : (phase h x : ℂ) = (m : ℂ) :=
      mul_left_cancel₀ Complex.two_pi_I_ne_zero (by linear_combination hm)
    exact ⟨m, by exact_mod_cast hc⟩
  · rintro ⟨m, hm⟩
    exact ⟨m, by rw [hm]; push_cast; ring⟩
```

$E_h(x)=1$ holds exactly when $2\pi i\,h\cdot x=2\pi i\,m$ for some integer $m$, that is, when $h\cdot x=m$. The proof cancels $2\pi i$ in one direction and substitutes in the other.

```lean
/-- Moving the point by `g` replaces `h` by `Rᵀ h` and multiplies the plane wave by
`exp (2 π i h · t)`, where `R` and `t` belong to `g`. -/
theorem wave_move (S : SpaceGroupAction G n) (g : G) (h : n → ℤ) (x : n → ℝ) :
    wave h (S.move g x) = wave ((S.R g)ᵀ *ᵥ h) x * wave h (S.t g) := by
  have hp : phase h (fun i => ∑ j, (S.R g i j : ℝ) * x j) = phase ((S.R g)ᵀ *ᵥ h) x := by
    simp only [phase, Matrix.mulVec, dotProduct, Matrix.transpose_apply]
    push_cast
    simp only [Finset.mul_sum, Finset.sum_mul]
    rw [Finset.sum_comm]
    refine Finset.sum_congr rfl fun j _ => Finset.sum_congr rfl fun i _ => ?_
    ring
  rw [SpaceGroupAction.move, wave_add]
  congr 1
  rw [wave, wave, hp]
```

By hand,
$$h\cdot(R_gx)=\sum_i h_i\sum_j (R_g)_{ij}x_j=\sum_j\Big(\sum_i (R_g)_{ij}h_i\Big)x_j=(R_g^{T}h)\cdot x,$$
and therefore
$$E_h(gx)=E_{R_g^{T}h}(x)\,E_h(t_g).$$
The exchange of the two sums is `Finset.sum_comm`; `wave_add` splits off the translation.

```lean
/-- The plane wave takes the same value at the image under a product `g k` and at the point
reached by applying first `k` and then `g`. -/
theorem wave_move_mul (S : SpaceGroupAction G n) (g k : G) (h : n → ℤ) (x : n → ℝ) :
    wave h (S.move (g * k) x) = wave h (S.move g (S.move k x)) := by
  obtain ⟨m, hm⟩ := S.t_mul g k
  -- the two points differ by the lattice vector `m`
  have hx : S.move (g * k) x = S.move g (S.move k x) + fun i => (m i : ℝ) := by
    ext i
    have key : ∑ j, (∑ l, (S.R g i l : ℝ) * (S.R k l j : ℝ)) * x j
        = ∑ l, (S.R g i l : ℝ) * ∑ j, (S.R k l j : ℝ) * x j := by
      simp only [Finset.sum_mul, Finset.mul_sum]
      rw [Finset.sum_comm]
      refine Finset.sum_congr rfl fun l _ => Finset.sum_congr rfl fun j _ => ?_
      ring
    simp only [SpaceGroupAction.move, Pi.add_apply, hm, map_mul, Matrix.mul_apply]
    push_cast
    simp only [mul_add, Finset.sum_add_distrib]
    rw [key]
    ring
  have h1 : wave h (fun i => (m i : ℝ)) = 1 :=
    (wave_eq_one_iff _ _).mpr ⟨∑ i, h i * m i, by simp [phase]⟩
  rw [hx, wave_add, h1, mul_one]
```

Applying $k$ and then $g$ gives $g(kx)=R_gR_kx+R_gt_k+t_g$. By the composition law, $(gk)x=g(kx)+m$ with $m$ an integer vector. This is `hx`. Since $h\cdot m$ is an integer, $E_h(m)=1$, and so $E_h((gk)x)=E_h(g(kx))$.

## The reduction to right cosets

```lean
/-- If every operation of the subgroup `H` satisfies `Rᵀ h = h` and has integer `h · t`, the
sum over `G` is the order of `H` times the sum over right cosets `H g`, with any choice `r` of
coset representatives. -/
theorem orbitSum_eq_card_mul_sum_cosets [Fintype G] (S : SpaceGroupAction G n)
    (H : Subgroup G) [Fintype (Quotient (QuotientGroup.rightRel H))]
    (h : n → ℤ) (x : n → ℝ)
    (hR : ∀ s ∈ H, (S.R s)ᵀ *ᵥ h = h) (ht : ∀ s ∈ H, ∃ m : ℤ, phase h (S.t s) = m)
    (r : Quotient (QuotientGroup.rightRel H) → G)
    (hr : ∀ q, Quotient.mk (QuotientGroup.rightRel H) (r q) = q) :
    orbitSum S h x = (Nat.card H : ℂ) * ∑ q, wave h (S.move (r q) x) := by
  classical
  have : Fintype H := Fintype.ofFinite H
  -- every element of `G` is uniquely `s * r q` with `s` in `H`
  have hbij : Function.Bijective
      (fun p : H × Quotient (QuotientGroup.rightRel H) => (p.1 : G) * r p.2) := by
    constructor
    · rintro ⟨s, q⟩ ⟨s', q'⟩ he
      have he' : (s : G) * r q = s' * r q' := he
      have hmem : r q' * (r q)⁻¹ ∈ H := by
        have e : r q' * (r q)⁻¹ = (s' : G)⁻¹ * s := by
          rw [mul_inv_eq_iff_eq_mul, mul_assoc, he', inv_mul_cancel_left]
        rw [e]
        exact H.mul_mem (H.inv_mem s'.2) s.2
      have hq : q = q' := (hr q).symm.trans
        ((Quotient.sound (QuotientGroup.rightRel_apply.mpr hmem)).trans (hr q'))
      subst hq
      have hs : s = s' := Subtype.ext (mul_right_cancel he')
      rw [hs]
    · intro g
      have hg : g * (r (Quotient.mk (QuotientGroup.rightRel H) g))⁻¹ ∈ H :=
        QuotientGroup.rightRel_apply.mp (Quotient.exact (hr _))
      exact ⟨(⟨_, hg⟩, Quotient.mk _ g), inv_mul_cancel_right _ _⟩
  calc orbitSum S h x
      = ∑ p : H × Quotient (QuotientGroup.rightRel H),
          wave h (S.move ((p.1 : G) * r p.2) x) :=
        (hbij.sum_comp (fun g => wave h (S.move g x))).symm
    _ = ∑ p : H × Quotient (QuotientGroup.rightRel H), wave h (S.move (r p.2) x) := by
        -- the wave is constant on each coset
        refine Finset.sum_congr rfl fun p _ => ?_
        rw [wave_move_mul, wave_move, hR _ p.1.2,
          (wave_eq_one_iff _ _).mpr (ht _ p.1.2), mul_one]
    _ = _ := by
        rw [Fintype.sum_prod_type]
        simp only [Finset.sum_const, Finset.card_univ, nsmul_eq_mul, Nat.card_eq_fintype_card]
```

The hypotheses `hR` and `ht` are the two conditions on $H$, which may be any subgroup that satisfies them. The type `Quotient (QuotientGroup.rightRel H)` is the set of right cosets, `r` picks an element of $G$ for each coset $q$, and `hr` says that $r(q)$ lies in $q$. The conclusion is
$$F_h(x)=|H|\sum_q E_h(r(q)\,x).$$

First, the wave is constant on a coset. For $s\in H$,
$$E_h((sg)x)=E_h(s(gx))=E_{R_s^{T}h}(gx)\,E_h(t_s)=E_h(gx).$$

Second, every element of $G$ is $s\,r(q)$ for exactly one pair $(s,q)$; this is `hbij`. If $s\,r(q)=s'r(q')$, then $r(q')r(q)^{-1}=s'^{-1}s$ lies in $H$, so $q=q'$, and cancelling $r(q)$ gives $s=s'$. Conversely, if $q$ is the coset of $g$, then $s=g\,r(q)^{-1}$ lies in $H$ and $g=s\,r(q)$.

The `calc` block puts these together: it rewrites the sum over $G$ as a sum over pairs, removes $s$ from each term, and counts the $|H|$ equal terms.

For a numerical instance, take the four operations $(x_0,x_1)\mapsto(\pm x_0,\pm x_1)$ with no translations, $h=(1,0)$ and $x_0=\tfrac16$. The identity and $(x_0,x_1)\mapsto(x_0,-x_1)$ form $H$, and there are two cosets. The formula gives
$$2\,(e^{i\pi/3}+e^{-i\pi/3})=2\cdot 1=2,$$
and the direct sum has the same two values, each appearing twice.

Both conditions on $H$ matter, as the glide group with $H=G$ shows. For $h=(1,0)$ the matrix condition holds but $h\cdot t=\tfrac12$ for the glide: the true sum is $0$, while the formula with the identity as representative would give $2e^{2\pi i x_0}$. For $h=(0,1)$ the translation condition holds but $R^{T}h=-h$ for the glide: at $x_1=\tfrac14$ the true sum is $i-i=0$, while the formula with the identity as representative would give $2i$.

## Related reflections and absent ones

```lean
/-- The orbit sums at `h` and at `Rᵀ h` differ by the factor `exp (2 π i h · t)`, where `R` and
`t` belong to an operation `k` of the group. -/
theorem orbitSum_symmetry [Fintype G] (S : SpaceGroupAction G n) (k : G)
    (h : n → ℤ) (x : n → ℝ) :
    orbitSum S h x = wave h (S.t k) * orbitSum S ((S.R k)ᵀ *ᵥ h) x := by
  calc orbitSum S h x = ∑ g, wave h (S.move (k * g) x) :=
        (Equiv.sum_comp (Equiv.mulLeft k) (fun g => wave h (S.move g x))).symm
    _ = _ := by
        rw [orbitSum, Finset.mul_sum]
        refine Finset.sum_congr rfl fun g _ => ?_
        rw [wave_move_mul, wave_move, mul_comm]
```

Fix $k\in G$. As $g$ runs through $G$, so does $kg$, and hence
$$F_h(x)=\sum_g E_h(k(gx))=E_h(t_k)\sum_g E_{R_k^{T}h}(gx)=E_h(t_k)\,F_{R_k^{T}h}(x).$$
The relabelling is `Equiv.mulLeft k`. Since the prefactor has modulus one, symmetry-related reflections have orbit sums of equal magnitude.

```lean
/-- Systematic absence: if some operation has `Rᵀ h = h` but `h · t` is not an integer, the
orbit sum at `h` vanishes for every `x`. -/
theorem systematic_absence [Fintype G] (S : SpaceGroupAction G n) (k : G)
    (h : n → ℤ) (x : n → ℝ) (hR : (S.R k)ᵀ *ᵥ h = h)
    (ht : ¬ ∃ m : ℤ, phase h (S.t k) = m) : orbitSum S h x = 0 := by
  have hs := orbitSum_symmetry S k h x
  rw [hR] at hs
  have hw : wave h (S.t k) ≠ 1 := fun e => ht ((wave_eq_one_iff _ _).mp e)
  have hz : (1 - wave h (S.t k)) * orbitSum S h x = 0 := by linear_combination hs
  exact (mul_eq_zero.mp hz).resolve_left (sub_ne_zero.mpr hw.symm)
```

If $R_k^{T}h=h$, the previous relation reads $F_h(x)=E_h(t_k)F_h(x)$. If $h\cdot t_k$ is not an integer, then $E_h(t_k)\neq1$, and $(1-E_h(t_k))F_h(x)=0$ forces $F_h(x)=0$. In the proof `hw` is the inequality and `hz` the product. The absence holds for every position $x$, so it comes from the symmetry and not from where the atom sits.

## The glide group in coordinates

```lean
/-- The two-element group generated, modulo lattice vectors, by the glide reflection
`(x, y) ↦ (x + 1/2, -y)` of the plane. -/
def glide : SpaceGroupAction ℤˣ (Fin 2) where
  R :=
    { toFun := fun u => !![1, 0; 0, (u : ℤ)]
      map_one' := by ext i j; fin_cases i <;> fin_cases j <;> simp
      map_mul' := by
        intro u v
        ext i j
        fin_cases i <;> fin_cases j <;> simp [Matrix.mul_apply, Fin.sum_univ_two] }
  t := fun u => ![(1 - ((u : ℤ) : ℝ)) / 4, 0]
  t_mul := by
    intro u v
    rcases Int.units_eq_one_or u with rfl | rfl <;>
      rcases Int.units_eq_one_or v with rfl | rfl
    · exact ⟨![0, 0], by rw [Fin.forall_fin_two]; constructor <;> norm_num [Fin.sum_univ_two]⟩
    · exact ⟨![0, 0], by rw [Fin.forall_fin_two]; constructor <;> norm_num [Fin.sum_univ_two]⟩
    · exact ⟨![0, 0], by rw [Fin.forall_fin_two]; constructor <;> norm_num [Fin.sum_univ_two]⟩
    · exact ⟨![-1, 0], by rw [Fin.forall_fin_two]; constructor <;> norm_num [Fin.sum_univ_two]⟩
```

The group `ℤˣ` consists of the integers $1$ and $-1$ under multiplication. For $u=\pm1$ the matrix is $\mathrm{diag}(1,u)$ and the translation is $((1-u)/4,\,0)$, so $u=1$ is the identity and $u=-1$ the glide. The composition law is checked on all four pairs. Only the glide applied twice needs a lattice vector: the translations add to $(1,0)$, and $m=(-1,0)$ brings this back to zero.

```lean
/-- For the glide group and the reflection `(2a, 0)`, every operation satisfies `Rᵀ h = h` and
has integer `h · t`. -/
theorem glide_witness (a : ℤ) (s : ℤˣ) :
    (glide.R s)ᵀ *ᵥ ![2 * a, 0] = ![2 * a, 0] ∧
      ∃ m : ℤ, phase ![2 * a, 0] (glide.t s) = m := by
  constructor
  · ext i
    fin_cases i <;> simp [glide, Matrix.mulVec, dotProduct, Fin.sum_univ_two]
  · rcases Int.units_eq_one_or s with rfl | rfl
    · exact ⟨0, by simp [glide, phase, Fin.sum_univ_two]⟩
    · refine ⟨a, ?_⟩
      have ht : glide.t (-1) = ![1 / 2, 0] := by
        ext i
        fin_cases i <;> norm_num [glide]
      rw [ht]
      simp only [phase, Fin.sum_univ_two, Matrix.cons_val_zero, Matrix.cons_val_one]
      push_cast
      ring
```

For $h=(2a,0)$ both matrices leave $h$ fixed, and $h\cdot t$ is $0$ for the identity and $2a\cdot\tfrac12=a$ for the glide. The coset theorem therefore applies with $H$ the whole group. There is one coset, and the sum is $2e^{4\pi i a x_0}$, which for $a=1$ is the opening example.

```lean
/-- For the glide group the orbit sum at the reflection `(2a + 1, 0)` vanishes for every `x`. -/
theorem glide_absence (a : ℤ) (x : Fin 2 → ℝ) : orbitSum glide ![2 * a + 1, 0] x = 0 := by
  apply systematic_absence glide (-1)
  · ext i
    fin_cases i <;> simp [glide, Matrix.mulVec, dotProduct, Fin.sum_univ_two]
  · rintro ⟨m, hm⟩
    have ht : glide.t (-1) = ![1 / 2, 0] := by
      ext i
      fin_cases i <;> norm_num [glide]
    rw [ht] at hm
    simp only [phase, Fin.sum_univ_two, Matrix.cons_val_zero, Matrix.cons_val_one] at hm
    push_cast at hm
    -- an odd integer would equal an even one
    have h2 : (2 * a + 1 : ℝ) = 2 * m := by linarith
    have h3 : 2 * a + 1 = 2 * m := by exact_mod_cast h2
    omega

end

end StructureFactorCosets
```

For $h=(2a+1,0)$ the glide still fixes $h$, but $h\cdot t=(2a+1)/2$. If this were an integer $m$, then $2a+1=2m$, an odd number equal to an even one; `omega` finds the contradiction. The absence theorem then gives $F_h(x)=0$ for every $x$.

```lean
#print axioms StructureFactorCosets.orbitSum_eq_card_mul_sum_cosets
#print axioms StructureFactorCosets.glide_absence
```

```
'StructureFactorCosets.orbitSum_eq_card_mul_sum_cosets' depends on axioms: [propext, Classical.choice, Quot.sound]
'StructureFactorCosets.glide_absence' depends on axioms: [propext, Classical.choice, Quot.sound]
```
